# Coincidence weight of partially distinguishable photons as a sum of permanents

To predict how often photons leave an interferometer one per output port when their wave packets match imperfectly, one can combine the interferometer matrix with the pairwise overlaps of the photons' internal states. The many-photon internal state then need not be built. The problems below derive the formula for this step, for non-interacting photons, each in its own pure internal state from a finite-dimensional space, and for an interferometer that leaves these states unchanged.

One photon enters each input port. The photon from input j carries an internal state v_j, for example its polarisation or temporal shape, and U_ij is its amplitude to reach output i. In Lean, the finite type `n` labels the ports, on both sides, and the finite type `d` labels an orthonormal basis of the internal space.

```lean
import Mathlib

open scoped ComplexConjugate

namespace PartialDistinguishability

noncomputable section

variable {n d : Type*} [Fintype n] [DecidableEq n] [Fintype d]
```

The inner product ⟨u, w⟩ is conjugate-linear in its first slot.

```lean
/-- The Hermitian inner product `⟨u, w⟩` of two vectors given by their components,
conjugate-linear in the first slot. -/
def overlap {κ : Type*} [Fintype κ] (u w : κ → ℂ) : ℂ := ∑ a, conj (u a) * w a
```

A product state of all the photons has one component for each assignment a of a basis label a_i to every output i.

```lean
/-- The tensor product of the one-photon internal states `w i`, given by its components
in the product basis. -/
def productState (w : n → d → ℂ) : (n → d) → ℂ := fun a => ∏ i, w i (a i)
```

If exactly one photon reaches each output, a permutation s records that output i was fed from input s(i). All such paths add coherently:

Ψ(a) = Σ_s (∏_i U_{i,s(i)}) ∏_i v_{s(i)}(a_i)

```lean
/-- The unnormalised internal state of the photons when each output port of the
interferometer `U` receives one photon: a sum over all ways `s` in which output `i` is fed by
the photon from input `s i`, which carries the internal state `v (s i)`. -/
def outputState (U : Matrix n n ℂ) (v : n → d → ℂ) : (n → d) → ℂ :=
  fun a => ∑ s : Equiv.Perm n, (∏ i, U i (s i)) * productState (fun i => v (s i)) a
```

The coincidence weight is W = Σ_a |Ψ(a)|². For ideal detectors that do not resolve the internal states, it is the coincidence probability when U is unitary and the v_j are normalised; the general formulas need neither condition. That Ψ is the one-photon-per-output part of the bosonic state is built into the definition, not derived from creation operators.

```lean
/-- The coincidence weight: the squared norm of the output state. -/
def coincidence (U : Matrix n n ℂ) (v : n → d → ℂ) : ℝ :=
  ∑ a, ‖outputState U v a‖ ^ 2
```

## (a) Overlap of two product states

Show that the overlap of two product states factorises:

⟨⊗_i u_i, ⊗_i w_i⟩ = ∏_i ⟨u_i, w_i⟩

Writing out the components gives

Σ_a ∏_i conj(u_i(a_i)) w_i(a_i) = ∏_i Σ_x conj(u_i(x)) w_i(x),

because each a_i runs over the basis independently of the others. The right-hand side is the product of one-photon overlaps. In the proof, `Finset.prod_univ_sum` performs this exchange of product and sum.

```lean
/-- The overlap of two product states is the product of the one-photon overlaps. -/
theorem overlap_productState (u w : n → d → ℂ) :
    overlap (productState u) (productState w) = ∏ i, overlap (u i) (w i) := by
  simp only [overlap, productState, Finset.prod_univ_sum, Fintype.piFinset_univ, map_prod,
    Finset.prod_mul_distrib]
```

## (b) Interference between pairs of exchange paths

Show that

W = Σ_s Σ_t conj(∏_i U_{i,s(i)}) (∏_i U_{i,t(i)}) ∏_i ⟨v_{s(i)}, v_{t(i)}⟩

where s and t both run over all permutations.

Write |Ψ(a)|² = conj(Ψ(a)) Ψ(a), and expand the first factor over s and the second over t. The amplitudes do not depend on a, so the sum over a acts only on the internal states. It gives the overlap of ⊗_i v_{s(i)} with ⊗_i v_{t(i)}, which factorises by (a).

The Lean statement regards the real number W as a complex one, since single terms on the right may be complex. The step `h` rewrites W as the overlap of Ψ with itself, and the two uses of `Finset.sum_comm` move the sum over a inside the sums over paths.

```lean
/-- The coincidence weight is a double sum over permutations: each pair of exchange paths
interferes with a strength set by the overlaps of the internal states. -/
theorem coincidence_eq_double_sum (U : Matrix n n ℂ) (v : n → d → ℂ) :
    (coincidence U v : ℂ) = ∑ s : Equiv.Perm n, ∑ t : Equiv.Perm n,
      conj (∏ i, U i (s i)) * (∏ i, U i (t i)) * ∏ i, overlap (v (s i)) (v (t i)) := by
  have h : (coincidence U v : ℂ) = overlap (outputState U v) (outputState U v) := by
    simp only [coincidence, overlap, Complex.ofReal_sum, Complex.ofReal_pow, Complex.conj_mul']
  rw [h]
  simp_rw [← overlap_productState]
  simp only [overlap, outputState, map_sum, map_mul, Finset.sum_mul_sum]
  simp only [Finset.mul_sum]
  -- move the sum over internal basis states inside the two sums over permutations
  refine Finset.sum_comm.trans (Finset.sum_congr rfl fun s _ => ?_)
  refine Finset.sum_comm.trans (Finset.sum_congr rfl fun t _ => ?_)
  refine Finset.sum_congr rfl fun a _ => ?_
  ring
```

## (c) One permanent for each relative permutation

With perm M = Σ_s ∏_i M_{i,s(i)}, show that

W = Σ_r (∏_j ⟨v_j, v_{r(j)}⟩) perm(conj(U_ij) U_{i,r(j)})

where r runs over all permutations, and i and j label the rows and columns of the matrix inside perm.

For fixed s, put t = r∘s in (b). As t runs over all permutations, so does r. With j = s(i), the overlap product becomes

∏_i ⟨v_{s(i)}, v_{r(s(i))}⟩ = ∏_j ⟨v_j, v_{r(j)}⟩,

which no longer contains s. What remains is

Σ_s ∏_i conj(U_{i,s(i)}) U_{i,r(s(i))},

the permanent of the stated matrix.

In Lean, `hshift` is the substitution and `hv` the relabelling. Mathlib's permanent permutes the row index instead of the column index, so a transposition brings it to the form used here.

```lean
/-- Coincidence weight of partially distinguishable photons: a sum over permutations `r` of
the product of overlaps `⟨v j, v (r j)⟩` times the permanent of the matrix with entries
`conj (U i j) * U i (r j)`. -/
theorem coincidence_eq_sum_permanent (U : Matrix n n ℂ) (v : n → d → ℂ) :
    (coincidence U v : ℂ) = ∑ r : Equiv.Perm n, (∏ j, overlap (v j) (v (r j))) *
      Matrix.permanent (Matrix.of fun i j => conj (U i j) * U i (r j)) := by
  rw [coincidence_eq_double_sum]
  -- write the second path as `t = r * s`, with `r` the relative permutation
  have hshift : ∀ s : Equiv.Perm n, ∀ F : Equiv.Perm n → ℂ,
      ∑ t, F t = ∑ r, F (r * s) :=
    fun s F => (Equiv.sum_comp (Equiv.mulRight s) F).symm
  refine (Finset.sum_congr rfl fun s _ => hshift s _).trans ?_
  refine Finset.sum_comm.trans (Finset.sum_congr rfl fun r _ => ?_)
  rw [← Matrix.permanent_transpose, Matrix.permanent, Finset.mul_sum]
  refine Finset.sum_congr rfl fun s _ => ?_
  -- relabelling the photons removes `s` from the product of overlaps
  have hv : ∏ i, overlap (v (s i)) (v (r (s i))) = ∏ j, overlap (v j) (v (r j)) :=
    Equiv.prod_comp s (fun j => overlap (v j) (v (r j)))
  simp only [Equiv.Perm.mul_apply, Matrix.transpose_apply, Matrix.of_apply, hv, map_prod,
    Finset.prod_mul_distrib]
  ring
```

## (d) Indistinguishable photons

Let all photons share one internal state φ with ⟨φ, φ⟩ = 1. Show that

W = |perm U|²

Every overlap in (b) is 1, so the double sum separates:

W = conj(Σ_s ∏_i U_{i,s(i)}) (Σ_t ∏_i U_{i,t(i)}) = |perm U|².

The Lean proof follows the same route, with `hP` supplying the permanent in this index order.

```lean
/-- If all photons share one normalised internal state, the coincidence weight is the squared
modulus of the permanent of `U`. -/
theorem coincidence_indistinguishable (U : Matrix n n ℂ) (φ : d → ℂ)
    (hφ : overlap φ φ = 1) :
    coincidence U (fun _ => φ) = ‖U.permanent‖ ^ 2 := by
  have hP : U.permanent = ∑ s : Equiv.Perm n, ∏ i, U i (s i) := by
    rw [← Matrix.permanent_transpose]
    rfl
  apply Complex.ofReal_injective
  rw [coincidence_eq_double_sum, Complex.ofReal_pow, ← Complex.conj_mul', hP, map_sum,
    Finset.sum_mul_sum]
  simp only [hφ, Finset.prod_const_one, mul_one]
```

## (e) Perfectly distinguishable photons

Let the internal states be orthonormal. Show that

W = perm(|U_ij|²)

In (c), a permutation r other than the identity moves some j, and then ⟨v_j, v_{r(j)}⟩ = 0 removes its term. For the identity all overlaps are 1, and the matrix entries are conj(U_ij) U_ij = |U_ij|². If U is unitary, these entries are the single-photon transition probabilities, and W is the coincidence probability of classical particles that move independently with them. `Finset.sum_eq_single` keeps the identity term, and the second bullet finds the moved photon.

```lean
/-- If the internal states are orthonormal, the coincidence weight is the permanent of the matrix
with entries `‖U i j‖ ^ 2`. -/
theorem coincidence_distinguishable (U : Matrix n n ℂ) (v : n → d → ℂ)
    (hv : ∀ i j, overlap (v i) (v j) = if i = j then 1 else 0) :
    coincidence U v = Matrix.permanent (Matrix.of fun i j => ‖U i j‖ ^ 2) := by
  apply Complex.ofReal_injective
  rw [coincidence_eq_sum_permanent, Finset.sum_eq_single (1 : Equiv.Perm n)]
  · simp only [hv, Equiv.Perm.one_apply, if_true, Finset.prod_const_one, one_mul,
      Matrix.permanent, Matrix.of_apply, Complex.conj_mul', Complex.ofReal_sum,
      Complex.ofReal_prod, Complex.ofReal_pow]
  · -- a non-trivial exchange moves some photon, whose overlap factor vanishes
    intro r _ hr
    obtain ⟨j, hj⟩ : ∃ j, r j ≠ j := by
      by_contra hcon
      push Not at hcon
      exact hr (Equiv.ext hcon)
    rw [Finset.prod_eq_zero (Finset.mem_univ j) (by rw [hv, if_neg (Ne.symm hj)]), zero_mul]
  · intro h
    exact absurd (Finset.mem_univ _) h
```

## (f) Two photons on a beam splitter

From here on, t and r are no longer permutations but the real transmission and reflection amplitudes of a beam splitter with rows (t, r) and (r, −t).

```lean
/-- The two-port beam splitter matrix with real transmission amplitude `t` and reflection
amplitude `r`. -/
def beamSplitter (t r : ℝ) : Matrix (Fin 2) (Fin 2) ℂ := !![(t : ℂ), r; r, -t]
```

For two photons with normalised internal states v_0 and v_1, show that

W = t⁴ + r⁴ − 2t²r² |⟨v_0, v_1⟩|²

There are two paths. The identity has amplitude U_00 U_11 = −t², and the swap has U_01 U_10 = r². In (b) the two diagonal terms give t⁴ and r⁴. Each cross term is

−t²r² ⟨v_0, v_1⟩⟨v_1, v_0⟩ = −t²r² |⟨v_0, v_1⟩|².

In Lean, `hs` lists the two permutations, `hz` evaluates the product of overlaps, and `linear_combination` collects the terms. The condition t² + r² = 1 is not used.

```lean
/-- Two photons with normalised internal states on a beam splitter: the interference term of
the coincidence weight is proportional to the squared modulus of their overlap. -/
theorem coincidence_beamSplitter (t r : ℝ) (v : Fin 2 → d → ℂ)
    (hv : ∀ i, overlap (v i) (v i) = 1) :
    coincidence (beamSplitter t r) v =
      t ^ 4 + r ^ 4 - 2 * t ^ 2 * r ^ 2 * ‖overlap (v 0) (v 1)‖ ^ 2 := by
  have hs : ∀ f : Equiv.Perm (Fin 2) → ℂ, ∑ s, f s = f 1 + f (Equiv.swap 0 1) := by
    intro f
    have hu : (Finset.univ : Finset (Equiv.Perm (Fin 2))) = {1, Equiv.swap 0 1} := by decide
    rw [hu, Finset.sum_pair (by decide)]
  have hc : overlap (v 1) (v 0) = conj (overlap (v 0) (v 1)) := by
    simp only [overlap, map_sum, map_mul, Complex.conj_conj, mul_comm]
  have hz : overlap (v 0) (v 1) * overlap (v 1) (v 0) =
      (‖overlap (v 0) (v 1)‖ : ℂ) ^ 2 := by
    rw [hc, Complex.mul_conj']
  have h00 : beamSplitter t r 0 0 = t := rfl
  have h01 : beamSplitter t r 0 1 = r := rfl
  have h10 : beamSplitter t r 1 0 = r := rfl
  have h11 : beamSplitter t r 1 1 = -t := rfl
  apply Complex.ofReal_injective
  rw [coincidence_eq_double_sum]
  simp only [hs, Fin.prod_univ_two, Equiv.Perm.one_apply, Equiv.swap_apply_left,
    Equiv.swap_apply_right, h00, h01, h10, h11, hv, map_mul, map_neg, Complex.conj_ofReal]
  push_cast
  linear_combination (-2 * (t : ℂ) ^ 2 * (r : ℂ) ^ 2) * hz
```

## (g) The Hong–Ou–Mandel dip

For t² = r² = 1/2, show that

W = (1 − |⟨v_0, v_1⟩|²)/2

Inserting t⁴ = r⁴ = 1/4 and 2t²r² = 1/2 into (f) gives the result, as `ht4` and `hr4` do in the proof. For two photons in separate pure states, as assumed here, a variable delay between their wave packets can change the modulus of the overlap and so trace out the dip; the theorem gives the weight at each overlap and contains no model of the pulse shape.

```lean
/-- Hong–Ou–Mandel dip: on a balanced beam splitter, two photons with normalised internal
states have coincidence weight `(1 - |⟨v 0, v 1⟩|²) / 2`. -/
theorem hong_ou_mandel (t r : ℝ) (ht : t ^ 2 = 1 / 2) (hr : r ^ 2 = 1 / 2)
    (v : Fin 2 → d → ℂ) (hv : ∀ i, overlap (v i) (v i) = 1) :
    coincidence (beamSplitter t r) v = (1 - ‖overlap (v 0) (v 1)‖ ^ 2) / 2 := by
  have ht4 : t ^ 4 = 1 / 4 := by
    rw [show t ^ 4 = (t ^ 2) ^ 2 by ring, ht]
    norm_num
  have hr4 : r ^ 4 = 1 / 4 := by
    rw [show r ^ 4 = (r ^ 2) ^ 2 by ring, hr]
    norm_num
  rw [coincidence_beamSplitter t r v hv, ht4, hr4, ht, hr]
  ring

end

end PartialDistinguishability
```

```lean
#print axioms PartialDistinguishability.coincidence_eq_sum_permanent
#print axioms PartialDistinguishability.coincidence_indistinguishable
#print axioms PartialDistinguishability.coincidence_distinguishable
#print axioms PartialDistinguishability.hong_ou_mandel
```

```
'PartialDistinguishability.coincidence_eq_sum_permanent' depends on axioms: [propext, Classical.choice, Quot.sound]
'PartialDistinguishability.coincidence_indistinguishable' depends on axioms: [propext, Classical.choice, Quot.sound]
'PartialDistinguishability.coincidence_distinguishable' depends on axioms: [propext, Classical.choice, Quot.sound]
'PartialDistinguishability.hong_ou_mandel' depends on axioms: [propext, Classical.choice, Quot.sound]
```

## A pair with overlap 3/5

Take t = r = 1/√2, v_0 = (1, 0) and v_1 = (3/5, 4/5), so that |⟨v_0, v_1⟩|² = 9/25. In (c), the identity contributes the permanent of a matrix with all entries 1/2, which is 1/2. The swap contributes 9/25 times the permanent of the matrix with rows (1/2, 1/2) and (−1/2, −1/2), which is −1/2. Together,

W = 1/2 − 9/50 = 8/25 = 0.32.

The components of Ψ give the same value: they are 0, −2/5, 2/5 and 0, and their squares add to 8/25.
